# Among one-electron states on a line whose current vanishes at +∞, density and current gradient fix a nodeless state up to a phase

Suppose that two physically different states of one electron produced the same density at all times near some instant. The density would then not reveal which state the electron is in, and a quantity that differs between the two states could not be a functional of the density alone. This does happen for the free plane waves exp(ix) and exp(2ix), which are idealised states that cannot be normalised: both keep a uniform density, yet their momenta differ.

The ambiguity disappears for twice differentiable states on the line if one of them has no nodes and both currents vanish at plus infinity. This is a one-dimensional, one-electron case of the initial-state question associated with Maitra and Burke; the argument relies on a wavefunction of a single coordinate and says nothing about several electrons.

## States, densities and currents

```lean
import Mathlib

open Filter Topology ComplexConjugate

namespace MaitraBurkeOneElectron

noncomputable section
```

The first line loads the mathematical library Mathlib. The `open` line makes short notations available, among them `conj` for complex conjugation and `𝓝` for the neighbourhoods of a point.

```lean
/-- The probability density `|ψ|²` of a one-electron wavefunction on the line. -/
def density (ψ : ℝ → ℂ) (x : ℝ) : ℝ := Complex.normSq (ψ x)
```

A wavefunction is a function `ψ : ℝ → ℂ`, from positions to complex numbers. Its density is n(x) = |ψ(x)|². Normalisation is not required, so plane waves are admitted.

```lean
/-- The probability current `Im (ψ* ψ')`, in units where `ħ = m = 1`. -/
def current (ψ : ℝ → ℂ) (x : ℝ) : ℝ := (conj (ψ x) * deriv ψ x).im
```

The current is

j(x) = Im( conj(ψ(x)) ψ'(x) ),

in units with ħ = m = 1. Here `deriv ψ x` is ψ'(x).

```lean
/-- The wavefunction is twice differentiable in position. -/
def TwiceDifferentiable (ψ : ℝ → ℂ) : Prop :=
  Differentiable ℝ ψ ∧ Differentiable ℝ (deriv ψ)
```

A `Prop` is a statement that may be true or false. This one says that ψ and ψ' are both differentiable; ψ'' need not be continuous.

```lean
/-- The one-electron Hamiltonian `-½ d²/dx² + v` applied to `ψ`. -/
def hamiltonian (v : ℝ → ℝ) (ψ : ℝ → ℂ) (x : ℝ) : ℂ :=
  -((1 / 2 : ℝ) : ℂ) * deriv (deriv ψ) x + (v x : ℂ) * ψ x
```

The Hamiltonian acts as Hψ = −½ψ'' + vψ. Since `v` has type `ℝ → ℝ`, the potential is real; there is no vector potential and no spin.

```lean
/-- The evolution `Ψ` (time first, then position) obeys the Schrödinger equation
`∂Ψ/∂t = -i H Ψ` at the instant `t`, where the potential is `v`. -/
def SchrodingerAt (v : ℝ → ℝ) (Ψ : ℝ → ℝ → ℂ) (t : ℝ) : Prop :=
  ∀ x, HasDerivAt (fun s => Ψ s x) (-Complex.I * hamiltonian v (Ψ t) x) t
```

An evolution `Ψ` takes the time first, so `Ψ t` is the state at time t. `HasDerivAt f a t` says that f has derivative a at t. The definition therefore reads ∂Ψ/∂t = −iHΨ at every position, but only at the single instant t.

```lean
/-- The plane wave `exp (i k x)`. -/
def planeWave (k x : ℝ) : ℂ := Complex.exp (((k * x : ℝ) : ℂ) * Complex.I)
```

This is exp(ikx), which returns at the end as a counterexample.

## From the Schrödinger equation to continuity

```lean
/-- The rate of change of `|f|²` along a complex amplitude `f` is `2 Re (f* f')`. -/
theorem hasDerivAt_normSq {f : ℝ → ℂ} {f' : ℂ} {t : ℝ} (h : HasDerivAt f f' t) :
    HasDerivAt (fun s => Complex.normSq (f s)) (2 * (conj (f t) * f').re) t := by
  have hr : HasDerivAt (fun s => (f s).re) f'.re t :=
    Complex.reCLM.hasFDerivAt.comp_hasDerivAt t h
  have hi : HasDerivAt (fun s => (f s).im) f'.im t :=
    Complex.imCLM.hasFDerivAt.comp_hasDerivAt t h
  have e : (fun s => Complex.normSq (f s)) =
      fun s => (f s).re * (f s).re + (f s).im * (f s).im :=
    funext fun s => Complex.normSq_apply _
  rw [e]
  refine ((hr.fun_mul hr).fun_add (hi.fun_mul hi)).congr_deriv ?_
  simp only [Complex.mul_re, Complex.conj_re, Complex.conj_im]
  ring
```

Text before the colon lists the hypotheses, and text after it is the conclusion. Write |f|² = (Re f)² + (Im f)² and differentiate:

d|f|²/dt = 2(Re f Re f' + Im f Im f') = 2 Re( conj(f) f' ).

In the proof, `hr` and `hi` differentiate the real and imaginary parts, the product rule handles the squares, and `ring` finishes the algebra. The variable may be time or position, and both uses occur below.

```lean
/-- The gradient of the current is `Im (ψ* ψ'')`. -/
theorem hasDerivAt_current {ψ : ℝ → ℂ} (h : TwiceDifferentiable ψ) (x : ℝ) :
    HasDerivAt (current ψ) (conj (ψ x) * deriv (deriv ψ) x).im x := by
  have h1 : HasDerivAt (fun y => conj (ψ y)) (conj (deriv ψ x)) x :=
    (h.1 x).hasDerivAt.star
  have h2 := h1.fun_mul (h.2 x).hasDerivAt
  have h3 : HasDerivAt (fun y => (conj (ψ y) * deriv ψ y).im)
      (conj (deriv ψ x) * deriv ψ x + conj (ψ x) * deriv (deriv ψ) x).im x :=
    Complex.imCLM.hasFDerivAt.comp_hasDerivAt x h2
  refine HasDerivAt.congr_deriv h3 ?_
  -- the term |ψ'|² is real and drops out
  simp only [Complex.add_im, Complex.mul_im, Complex.conj_re, Complex.conj_im]
  ring
```

By the product rule,

( conj(ψ) ψ' )' = |ψ'|² + conj(ψ) ψ''.

The first term is real, so taking imaginary parts leaves j' = Im( conj(ψ) ψ'' ). The steps `h1`, `h2` and `h3` differentiate the conjugate, apply the product rule and take the imaginary part.

```lean
/-- Continuity equation: under the Schrödinger equation with a real potential, the density
changes in time at the rate `-dj/dx`. -/
theorem continuity_equation {v : ℝ → ℝ} {Ψ : ℝ → ℝ → ℂ} {t : ℝ}
    (hd : TwiceDifferentiable (Ψ t)) (hS : SchrodingerAt v Ψ t) (x : ℝ) :
    HasDerivAt (fun s => density (Ψ s) x) (-deriv (current (Ψ t)) x) t := by
  refine HasDerivAt.congr_deriv (hasDerivAt_normSq (hS x)) ?_
  rw [(hasDerivAt_current hd x).deriv]
  simp only [hamiltonian, Complex.mul_re, Complex.mul_im, Complex.neg_re, Complex.neg_im,
    Complex.add_re, Complex.add_im, Complex.I_re, Complex.I_im, Complex.ofReal_re,
    Complex.ofReal_im, Complex.conj_re, Complex.conj_im]
  ring
```

Insert the Schrödinger equation into the formula for d|f|²/dt:

∂n/∂t = 2 Re( −i conj(Ψ) HΨ ) = 2 Im( conj(Ψ) HΨ ).

The potential contributes v|Ψ|², which is real and drops out. The kinetic term gives

∂n/∂t = −Im( conj(Ψ) Ψ'' ) = −∂j/∂x.

The proof follows the same route: `hasDerivAt_normSq` supplies the time derivative, `hasDerivAt_current` the current gradient, and `simp` and `ring` compare real and imaginary parts.

## For a nodeless state, equal densities and currents leave only a phase

```lean
/-- Two currents with the same gradient that both vanish at plus infinity are equal. -/
theorem current_eq_of_deriv_eq {ψ₁ ψ₂ : ℝ → ℂ}
    (h₁ : TwiceDifferentiable ψ₁) (h₂ : TwiceDifferentiable ψ₂)
    (hj : ∀ x, deriv (current ψ₁) x = deriv (current ψ₂) x)
    (l₁ : Tendsto (current ψ₁) atTop (𝓝 0)) (l₂ : Tendsto (current ψ₂) atTop (𝓝 0))
    (x : ℝ) : current ψ₁ x = current ψ₂ x := by
  have hd : ∀ y, HasDerivAt (fun z => current ψ₁ z - current ψ₂ z) 0 y := fun y => by
    have a := (hasDerivAt_current h₁ y).differentiableAt.hasDerivAt
    have b := (hasDerivAt_current h₂ y).differentiableAt.hasDerivAt
    exact (a.fun_sub b).congr_deriv (sub_eq_zero.mpr (hj y))
  have hc := is_const_of_deriv_eq_zero (fun y => (hd y).differentiableAt)
    (fun y => (hd y).deriv)
  -- a constant that tends to zero is zero
  have hx : Tendsto (fun z => current ψ₁ z - current ψ₂ z) atTop
      (𝓝 (current ψ₁ x - current ψ₂ x)) :=
    tendsto_const_nhds.congr (fun y => hc x y)
  have h0 := tendsto_nhds_unique hx (l₁.sub l₂)
  linarith
```

`Tendsto (current ψ₁) atTop (𝓝 0)` means j₁(x) → 0 as x → +∞: no probability flows out at the far right, as expected for a localised electron. Nothing is assumed at minus infinity.

Let D = j₁ − j₂. Then D' = 0, so D is constant. It also tends to 0 − 0 = 0, and a constant equals its own limit, so D = 0 everywhere. In Lean, `hd` is the zero derivative, `hc` the constancy, and `tendsto_nhds_unique` identifies the two limits.

```lean
/-- A nodeless wavefunction is fixed by its density and current up to a global phase. -/
theorem eq_phase_of_density_current {ψ₁ ψ₂ : ℝ → ℂ}
    (h₁ : Differentiable ℝ ψ₁) (h₂ : Differentiable ℝ ψ₂) (h0 : ∀ x, ψ₁ x ≠ 0)
    (hn : ∀ x, density ψ₁ x = density ψ₂ x) (hj : ∀ x, current ψ₁ x = current ψ₂ x) :
    ∃ c : ℂ, ‖c‖ = 1 ∧ ∀ x, ψ₂ x = c * ψ₁ x := by
  -- equal density gradients and equal currents give a vanishing Wronskian
  have hW : ∀ x, deriv ψ₂ x * ψ₁ x - ψ₂ x * deriv ψ₁ x = 0 := fun x => by
    have d₁ : HasDerivAt (density ψ₁) (2 * (conj (ψ₁ x) * deriv ψ₁ x).re) x :=
      hasDerivAt_normSq (h₁ x).hasDerivAt
    have d₂ : HasDerivAt (density ψ₂) (2 * (conj (ψ₂ x) * deriv ψ₂ x).re) x :=
      hasDerivAt_normSq (h₂ x).hasDerivAt
    rw [funext hn] at d₁
    have hre := d₁.unique d₂
    have hz : conj (ψ₁ x) * deriv ψ₁ x = conj (ψ₂ x) * deriv ψ₂ x :=
      Complex.ext (by linarith) (hj x)
    have hm : ψ₁ x * conj (ψ₁ x) = ψ₂ x * conj (ψ₂ x) := by
      rw [Complex.mul_conj, Complex.mul_conj]
      exact congrArg Complex.ofReal (hn x)
    have hc : conj (ψ₁ x) ≠ 0 := star_ne_zero.mpr (h0 x)
    refine (mul_eq_zero.mp ?_).resolve_left hc
    linear_combination deriv ψ₂ x * hm - ψ₂ x * hz
  -- hence the ratio of the two states is constant
  have hq : ∀ x, HasDerivAt (fun y => ψ₂ y / ψ₁ y) 0 x := fun x =>
    ((h₂ x).hasDerivAt.fun_div (h₁ x).hasDerivAt (h0 x)).congr_deriv
      (by rw [hW x, zero_div])
  have hc := is_const_of_deriv_eq_zero (fun y => (hq y).differentiableAt)
    (fun y => (hq y).deriv)
  refine ⟨ψ₂ 0 / ψ₁ 0, ?_, fun x => ?_⟩
  · have h := hn 0
    unfold density at h
    rw [Complex.normSq_eq_norm_sq, Complex.normSq_eq_norm_sq] at h
    have h' := (sq_eq_sq₀ (norm_nonneg _) (norm_nonneg _)).mp h
    rw [norm_div, ← h', div_self (norm_ne_zero_iff.mpr (h0 0))]
  · have h : ψ₂ x / ψ₁ x = ψ₂ 0 / ψ₁ 0 := hc x 0
    rw [← h, div_mul_cancel₀ _ (h0 x)]
```

The conclusion `∃ c : ℂ, ‖c‖ = 1 ∧ ...` says that one constant c of modulus 1 satisfies ψ₂(x) = cψ₁(x) for all x. Only ψ₁ is assumed nodeless; equal densities pass this on to ψ₂.

Since n' = 2 Re( conj(ψ) ψ' ), equal densities give equal real parts of conj(ψ) ψ', and equal currents give equal imaginary parts. Hence

conj(ψ₁) ψ₁' = conj(ψ₂) ψ₂',

which is `hz`, while `hm` is ψ₁ conj(ψ₁) = ψ₂ conj(ψ₂). Now take the Wronskian W = ψ₂'ψ₁ − ψ₂ψ₁' and multiply it by conj(ψ₁):

conj(ψ₁) W = ψ₂' ψ₁ conj(ψ₁) − ψ₂ conj(ψ₁) ψ₁'

= ψ₂' ψ₂ conj(ψ₂) − ψ₂ conj(ψ₂) ψ₂' = 0.

The tactic `linear_combination` carries out these two substitutions. As ψ₁ has no nodes, W = 0, and therefore

(ψ₂/ψ₁)' = W/ψ₁² = 0.

The ratio is a constant, c = ψ₂(0)/ψ₁(0), and equal densities at the origin give |c| = 1.

Numbers at a single point show the mechanism. Let ψ₁ = 1 + i and ψ₁' = 2, so that n = 2 and conj(ψ₁) ψ₁' = 2 − 2i; the current is −2 and the density gradient is 4. Let ψ₂ = 1 − i, which also has density 2. Equality of the products demands (1 + i)ψ₂' = 2 − 2i, so ψ₂' = −2i. Then

W = (−2i)(1 + i) − (1 − i)·2 = (2 − 2i) − (2 − 2i) = 0,

and both ψ₂/ψ₁ and ψ₂'/ψ₁' equal −i.

The states could also have been modelled by real functions n > 0 and θ, with ψ = √n exp(iθ). The current would be nθ', and equal currents would give θ₁' = θ₂' at once. Nodelessness would then be built into the description, but a state given as a complex function would first need a differentiable phase θ.

```lean
/-- A nodeless state and a second state with the same density and the same current gradient, both
currents vanishing at plus infinity, differ only by a global phase. -/
theorem maitra_burke {ψ₁ ψ₂ : ℝ → ℂ}
    (h₁ : TwiceDifferentiable ψ₁) (h₂ : TwiceDifferentiable ψ₂) (h0 : ∀ x, ψ₁ x ≠ 0)
    (hn : ∀ x, density ψ₁ x = density ψ₂ x)
    (hj : ∀ x, deriv (current ψ₁) x = deriv (current ψ₂) x)
    (l₁ : Tendsto (current ψ₁) atTop (𝓝 0)) (l₂ : Tendsto (current ψ₂) atTop (𝓝 0)) :
    ∃ c : ℂ, ‖c‖ = 1 ∧ ∀ x, ψ₂ x = c * ψ₁ x :=
  eq_phase_of_density_current h₁.1 h₂.1 h0 hn (current_eq_of_deriv_eq h₁ h₂ hj l₁ l₂)
```

The two preceding theorems combine. Equal current gradients and decay at plus infinity give equal currents; equal currents and densities give ψ₂ = cψ₁. The proof is a single expression that passes the first result to the second.

## Two potentials and one density evolution

```lean
/-- Two evolutions, in possibly different potentials, whose densities agree at all times near
`t` have the same state at `t` up to a global phase, if the first state is nodeless there and
both currents vanish at plus infinity. -/
theorem state_unique_of_density_evolution {v₁ v₂ : ℝ → ℝ} {Ψ₁ Ψ₂ : ℝ → ℝ → ℂ} {t : ℝ}
    (h₁ : TwiceDifferentiable (Ψ₁ t)) (h₂ : TwiceDifferentiable (Ψ₂ t))
    (S₁ : SchrodingerAt v₁ Ψ₁ t) (S₂ : SchrodingerAt v₂ Ψ₂ t) (h0 : ∀ x, Ψ₁ t x ≠ 0)
    (hn : ∀ᶠ s in 𝓝 t, ∀ x, density (Ψ₁ s) x = density (Ψ₂ s) x)
    (l₁ : Tendsto (current (Ψ₁ t)) atTop (𝓝 0))
    (l₂ : Tendsto (current (Ψ₂ t)) atTop (𝓝 0)) :
    ∃ c : ℂ, ‖c‖ = 1 ∧ ∀ x, Ψ₂ t x = c * Ψ₁ t x := by
  refine maitra_burke h₁ h₂ h0 hn.self_of_nhds (fun x => ?_) l₁ l₂
  -- equal density rates mean equal current gradients
  have e : (fun s => density (Ψ₁ s) x) =ᶠ[𝓝 t] fun s => density (Ψ₂ s) x :=
    hn.mono fun s hs => hs x
  exact neg_injective ((continuity_equation h₁ S₁ x).unique
    ((continuity_equation h₂ S₂ x).congr_of_eventuallyEq e))
```

Here `∀ᶠ s in 𝓝 t` means "for all times s sufficiently close to t", on both sides of t. If an evolution is given only from an initial time onwards, the theorem can therefore be applied at later times, but not at the initial instant itself. The potentials `v₁` and `v₂` may differ. Because the densities agree near t, their time derivatives at t agree, and continuity gives

−∂j₁/∂x = ∂n₁/∂t = ∂n₂/∂t = −∂j₂/∂x.

The proof obtains this from two uses of `continuity_equation` and the uniqueness of derivatives, then applies `maitra_burke`.

For time-dependent density functional theory this means that, for one electron on a line under these node and boundary conditions, the state at t adds only a global phase to what the density evolution near t already determines. The theorem compares two given evolutions. It does not construct a potential for a prescribed density, which is the v-representability problem, and it does not conclude that `v₁` and `v₂` are equal.

```lean
/-- Converse: a global phase changes neither the density nor the current. -/
theorem density_current_phase {ψ : ℝ → ℂ} (h : Differentiable ℝ ψ) {c : ℂ} (hc : ‖c‖ = 1)
    (x : ℝ) : density (fun y => c * ψ y) x = density ψ x ∧
      current (fun y => c * ψ y) x = current ψ x := by
  have hc' : Complex.normSq c = 1 := by rw [Complex.normSq_eq_norm_sq, hc, one_pow]
  constructor
  · unfold density
    rw [Complex.normSq_mul, hc', one_mul]
  · unfold current
    rw [((h x).hasDerivAt.const_mul c).deriv]
    have e : conj (c * ψ x) * (c * deriv ψ x) =
        (c * conj c) * (conj (ψ x) * deriv ψ x) := by
      rw [map_mul]
      ring
    rw [e, Complex.mul_conj, hc', Complex.ofReal_one, one_mul]
```

Conversely, a constant phase is invisible to both quantities. For |c| = 1,

|cψ|² = |c|²|ψ|² = |ψ|²,

conj(cψ) (cψ)' = |c|² conj(ψ) ψ' = conj(ψ) ψ'.

The proof has one part for each equality, and `e` regroups the factors in the second.

## Plane waves carry current to infinity

```lean
/-- A plane wave is twice differentiable, with density `1` and current `k` everywhere. -/
theorem planeWave_density_current (k : ℝ) : TwiceDifferentiable (planeWave k) ∧
    (∀ x, density (planeWave k) x = 1) ∧ ∀ x, current (planeWave k) x = k := by
  have hd : ∀ x, HasDerivAt (planeWave k) ((k : ℂ) * Complex.I * planeWave k x) x :=
    fun x => by
      have h : HasDerivAt (fun y : ℝ => ((k * y : ℝ) : ℂ) * Complex.I)
          ((k : ℂ) * Complex.I) x := by
        simpa using ((hasDerivAt_id' x).const_mul k).ofReal_comp.mul_const Complex.I
      exact HasDerivAt.congr_deriv h.cexp (mul_comm _ _)
  have hD : Differentiable ℝ (planeWave k) := fun x => (hd x).differentiableAt
  have hn : ∀ x, Complex.normSq (planeWave k x) = 1 := fun x => by
    unfold planeWave
    rw [Complex.normSq_eq_norm_sq, Complex.norm_exp_ofReal_mul_I, one_pow]
  refine ⟨⟨hD, ?_⟩, hn, fun x => ?_⟩
  · rw [funext fun x => (hd x).deriv]
    exact hD.const_mul _
  · unfold current
    have e : conj (planeWave k x) * ((k : ℂ) * Complex.I * planeWave k x) =
        (planeWave k x * conj (planeWave k x)) * ((k : ℂ) * Complex.I) := by ring
    rw [(hd x).deriv, e, Complex.mul_conj, hn x]
    simp
```

Differentiation gives ψ' = ikψ for ψ = exp(ikx). Hence |ψ|² = 1 and

j = Im( ik|ψ|² ) = k.

In the proof, `hd` is the derivative, `hn` the density, and the last step computes the current.

```lean
/-- Plane waves of different momenta are nodeless, with equal densities and equal current gradients,
yet they are not proportional. -/
theorem planeWave_not_proportional {k l : ℝ} (hkl : k ≠ l) :
    (∀ x, planeWave k x ≠ 0) ∧
    (∀ x, density (planeWave k) x = density (planeWave l) x) ∧
    (∀ x, deriv (current (planeWave k)) x = deriv (current (planeWave l)) x) ∧
    ¬ ∃ c : ℂ, ∀ x, planeWave l x = c * planeWave k x := by
  obtain ⟨-, nk, jk⟩ := planeWave_density_current k
  obtain ⟨-, nl, jl⟩ := planeWave_density_current l
  refine ⟨fun x => Complex.exp_ne_zero _, fun x => (nk x).trans (nl x).symm,
    fun x => ?_, ?_⟩
  · rw [funext jk, funext jl, deriv_const, deriv_const]
  · rintro ⟨c, hc⟩
    -- at the origin both waves equal one, so the factor is one
    have h1 : c = 1 := by
      have h := hc 0
      simp only [planeWave, mul_zero, Complex.ofReal_zero, zero_mul, Complex.exp_zero,
        mul_one] at h
      exact h.symm
    have hf : planeWave l = planeWave k := funext fun x => by rw [hc x, h1, one_mul]
    have h := jl 0
    rw [hf, jk 0] at h
    exact hkl h

end

end MaitraBurkeOneElectron
```

For k ≠ l, the two waves have no nodes, equal densities and equal current gradients, both zero. Of the conditions in `maitra_burke`, only the decay of the currents fails: they stay at k and l, which cannot both be zero. Without the decay conditions that theorem would therefore be false.

If exp(ilx) = c exp(ikx) held for all x, setting x = 0 would give c = 1. The waves would then be the same function with the same current, so k = l, a contradiction. The Lean proof takes these steps as `h1`, `hf` and the final comparison of currents. It excludes every complex factor c, whatever its modulus.

```lean
#print axioms MaitraBurkeOneElectron.state_unique_of_density_evolution
#print axioms MaitraBurkeOneElectron.density_current_phase
#print axioms MaitraBurkeOneElectron.planeWave_not_proportional
```

```
'MaitraBurkeOneElectron.state_unique_of_density_evolution' depends on axioms: [propext, Classical.choice, Quot.sound]
'MaitraBurkeOneElectron.density_current_phase' depends on axioms: [propext, Classical.choice, Quot.sound]
'MaitraBurkeOneElectron.planeWave_not_proportional' depends on axioms: [propext, Classical.choice, Quot.sound]
```
